# The mean quadratic embedding energy of an uncorrelated random alloy is the average-atom value plus a variance term

## Replacing neighbours by average atoms

An average-atom potential for a random alloy averages the pair and embedding functions over the species, as well as the densities. Only the density step is treated here, for a central atom of given species: the density contributed by each neighbour is replaced by its concentration-weighted mean, and the embedding function is evaluated once, at the summed density. This avoids sampling many species arrangements, but the embedding function is nonlinear, so its value at the mean density generally differs from its mean value.

Consider one central atom in the embedded-atom method, with its neighbours at fixed positions. Neighbour \(i\) contributes density \(a_i\) if it is of the first species, with probability \(c\), and \(b_i\) if it is of the second. The sites are occupied independently. For \(F(x)=\alpha x^2+\beta x+\gamma\), where \(\alpha,\beta,\gamma\) are real coefficients (\(\beta\) is not an inverse temperature), the mean embedding energy is

\[
\langle F\rangle = F\Big(\sum_i m_i\Big)+\alpha\,c(1-c)\sum_i (a_i-b_i)^2,\qquad m_i=c\,a_i+(1-c)\,b_i .
\]

The last term is what averaging the neighbour densities omits from the mean embedding energy of this central atom, at these fixed positions and without short-range order, when \(F\) is quadratic.

## The correction in a neighbour loop

A loop over neighbours that accumulates \(m_i\) can also accumulate \((a_i-b_i)^2\). Take twelve neighbours at one distance with \(a_i=0.10\), \(b_i=0.06\) and \(c=1/2\), in arbitrary density units. The mean density is \(0.96\), the sum of squares is \(0.0192\), and the correction is \(0.0048\,\alpha\).

A tabulated \(F\) is usually not quadratic. Replacing it by its second-order expansion about the mean density, with \(\alpha=F''/2\) taken there, is an approximation that the hypotheses do not justify.

## Independent sites factorise

The derivation works for any finite number of species. Let \(c_k\) be the concentration of species \(k\), with \(\sum_k c_k=1\), and let \(s_i\) be the species on site \(i\). A configuration \(s\) has probability \(P(s)=\prod_i c_{s_i}\), and \(\langle X\rangle=\sum_s P(s)X(s)\). For single-site functions \(g_i\),

\[
\Big\langle \prod_i g_i(s_i)\Big\rangle=\sum_s\prod_i c_{s_i}g_i(s_i)=\prod_i\sum_k c_k\,g_i(k).
\]

Write \(\bar f=\sum_k c_k f(k)\). Setting all \(g_i\) to 1 gives \(\sum_s P(s)=1\). Setting all but one, or all but two, to 1 gives

\[
\langle f(s_i)\rangle=\bar f,\qquad \langle f(s_i)h(s_j)\rangle=\bar f\,\bar h\quad(i\neq j).
\]

## Density fluctuations add site by site

Let species \(k\) on site \(i\) contribute \(\rho_i(k)\). The host density \(\rho=\sum_i\rho_i(s_i)\) has mean \(\bar\rho=\sum_i\bar\rho_i\). The fluctuations \(\delta_i=\rho_i(s_i)-\bar\rho_i\) have zero mean, so the cross terms vanish:

\[
\langle(\rho-\bar\rho)^2\rangle=\sum_{i,j}\langle\delta_i\delta_j\rangle=\sum_i\langle\delta_i^2\rangle .
\]

Expanding \(F\) about \(\bar\rho\) is exact for a quadratic:

\[
F(\rho)=F(\bar\rho)+(2\alpha\bar\rho+\beta)(\rho-\bar\rho)+\alpha(\rho-\bar\rho)^2 .
\]

On averaging, the linear term vanishes and \(\langle F(\rho)\rangle=F(\bar\rho)+\alpha\sum_i\langle\delta_i^2\rangle\).

For two species, \(a_i-m_i=(1-c)(a_i-b_i)\) and \(b_i-m_i=-c(a_i-b_i)\). Hence

\[
\langle\delta_i^2\rangle=\big[c(1-c)^2+(1-c)c^2\big](a_i-b_i)^2=c(1-c)(a_i-b_i)^2 ,
\]

which gives the binary formula.

If \(\alpha\neq0\) and \(0<c<1\), the correction is zero exactly when \(\sum_i(a_i-b_i)^2=0\). A sum of squares vanishes only if each term does, so the average atom is then exact if and only if \(a_i=b_i\) at every site.

## Sites, species and probabilities in Lean

The finite types `ι` and `K` label neighbour sites and species, and a configuration is a function `s : ι → K`. The product in `configProb` expresses independent occupation with the same concentrations at every site. `alloyAverage` is \(\langle\cdot\rangle\), `speciesMean` is the bar, and `ρ i k` is \(\rho_i(k)\), which can depend on the site through its distance. `hostDensity` and `meanDensity` are \(\rho\) and \(\bar\rho\), and `embed` is \(F\).

In the general theorems `c` is a function on species, and `hc` states that its values sum to one. Reading `configProb` as a probability also requires these values to be nonnegative, which the proofs do not use. In the binary theorems `c` is a single number, and `binary c (1 - c)` assigns it to `true`, the first species. `average_embedding_binary` holds for every real `c`; the reading as probabilities needs \(0\le c\le1\). `averageAtom_exact_iff` assumes the strict bounds.

The central atom's species is fixed through \(F\). Pair energies, relaxation and short-range order do not enter the model.

```lean
import Mathlib

open Finset

namespace AverageAtomAlloy

noncomputable section

variable {ι K : Type*} [Fintype ι] [DecidableEq ι] [Fintype K]

/-- Probability of the configuration `s` of a random alloy: each site `i` independently
carries species `s i` with concentration `c (s i)`. -/
def configProb (c : K → ℝ) (s : ι → K) : ℝ := ∏ i, c (s i)

/-- Average of a quantity `X` over all configurations of the random alloy. -/
def alloyAverage (c : K → ℝ) (X : (ι → K) → ℝ) : ℝ := ∑ s, configProb c s * X s

/-- Concentration-weighted mean of a species-dependent quantity. -/
def speciesMean (c : K → ℝ) (f : K → ℝ) : ℝ := ∑ k, c k * f k

/-- Host density in configuration `s`, where species `k` on site `i` contributes `ρ i k`. -/
def hostDensity (ρ : ι → K → ℝ) (s : ι → K) : ℝ := ∑ i, ρ i (s i)

/-- Host density when every neighbour is replaced by the average atom. -/
def meanDensity (c : K → ℝ) (ρ : ι → K → ℝ) : ℝ := ∑ i, speciesMean c (ρ i)

/-- Quadratic embedding function `F(x) = α x² + β x + γ`. -/
def embed (α β γ x : ℝ) : ℝ := α * x ^ 2 + β * x + γ

/-- A quantity with value `u` for the first species and `v` for the second. -/
def binary (u v : ℝ) : Bool → ℝ
  | true => u
  | false => v

/-- The alloy average of a finite sum is the sum of the alloy averages. -/
theorem average_sum {κ : Type*} [Fintype κ] (c : K → ℝ) (X : κ → (ι → K) → ℝ) :
    alloyAverage c (fun s => ∑ j, X j s) = ∑ j, alloyAverage c (X j) := by
  simp only [alloyAverage, Finset.mul_sum]
  exact Finset.sum_comm

/-- Independence of the sites: the average of a product of single-site quantities is the
product of their species means. -/
theorem average_prod (c : K → ℝ) (g : ι → K → ℝ) :
    alloyAverage c (fun s => ∏ i, g i (s i)) = ∏ i, speciesMean c (g i) := by
  simp only [alloyAverage, configProb, speciesMean, ← Finset.prod_mul_distrib]
  rw [Finset.prod_univ_sum, Fintype.piFinset_univ]

/-- For normalised concentrations, the alloy average of a quantity on one site is its
species mean. -/
theorem average_site {c : K → ℝ} (hc : ∑ k, c k = 1) (i : ι) (f : K → ℝ) :
    alloyAverage c (fun s => f (s i)) = speciesMean c f := by
  have key := average_prod c (fun (m : ι) k => if m = i then f k else 1)
  have hR : ∀ m : ι, ∑ k, c k * (if m = i then f k else 1)
      = if m = i then ∑ k, c k * f k else 1 := by
    intro m
    by_cases hi : m = i
    · simp only [if_pos hi]
    · simp only [if_neg hi, mul_one, hc]
  simp only [speciesMean, hR, Finset.prod_ite_eq', Finset.mem_univ, ↓reduceIte] at key
  exact key

/-- For normalised concentrations, quantities on two different sites are uncorrelated. -/
theorem average_pair {c : K → ℝ} (hc : ∑ k, c k = 1) {i j : ι} (hij : i ≠ j)
    (f h : K → ℝ) :
    alloyAverage c (fun s => f (s i) * h (s j)) = speciesMean c f * speciesMean c h := by
  have key := average_prod c
    (fun (m : ι) k => (if m = i then f k else 1) * (if m = j then h k else 1))
  -- only the factors of sites `i` and `j` differ from one
  have hR : ∀ m : ι, ∑ k, c k * ((if m = i then f k else 1) * (if m = j then h k else 1))
      = (if m = i then ∑ k, c k * f k else 1) * (if m = j then ∑ k, c k * h k else 1) := by
    intro m
    by_cases hi : m = i
    · have hj : m ≠ j := fun h' => hij (hi.symm.trans h')
      simp only [if_pos hi, if_neg hj, mul_one]
    · by_cases hj : m = j
      · simp only [if_neg hi, if_pos hj, one_mul]
      · simp only [if_neg hi, if_neg hj, mul_one, hc]
  simp only [speciesMean, hR, Finset.prod_mul_distrib, Finset.prod_ite_eq',
    Finset.mem_univ, ↓reduceIte] at key
  exact key

/-- For normalised concentrations, the average host density is that of the average atoms. -/
theorem average_hostDensity {c : K → ℝ} (hc : ∑ k, c k = 1) (ρ : ι → K → ℝ) :
    alloyAverage c (hostDensity ρ) = meanDensity c ρ :=
  (average_sum c (fun i s => ρ i (s i))).trans
    (Finset.sum_congr rfl fun i _ => average_site hc i (ρ i))

/-- For normalised concentrations, the variance of the host density is the sum of the
variances of the single-site contributions. -/
theorem variance_hostDensity {c : K → ℝ} (hc : ∑ k, c k = 1) (ρ : ι → K → ℝ) :
    alloyAverage c (fun s => (hostDensity ρ s - meanDensity c ρ) ^ 2)
      = ∑ i, speciesMean c (fun k => (ρ i k - speciesMean c (ρ i)) ^ 2) := by
  -- single-site fluctuations have zero mean
  have h0 : ∀ i, speciesMean c (fun k => ρ i k - speciesMean c (ρ i)) = 0 := by
    intro i
    generalize hM : speciesMean c (ρ i) = M
    unfold speciesMean at hM ⊢
    simp only [mul_sub, Finset.sum_sub_distrib]
    rw [← Finset.sum_mul, hc, hM]
    ring
  have hexp : (fun s => (hostDensity ρ s - meanDensity c ρ) ^ 2) = fun s => ∑ i, ∑ j,
      (ρ i (s i) - speciesMean c (ρ i)) * (ρ j (s j) - speciesMean c (ρ j)) := by
    funext s
    rw [hostDensity, meanDensity, ← Finset.sum_sub_distrib, sq, Finset.sum_mul_sum]
  rw [hexp]
  refine (average_sum c _).trans (Finset.sum_congr rfl fun i _ => ?_)
  refine (average_sum c _).trans ?_
  -- the cross terms vanish, only `j = i` survives
  rw [Finset.sum_eq_single i]
  · have h := average_site hc i (fun k => (ρ i k - speciesMean c (ρ i)) ^ 2)
    simpa only [sq] using h
  · intro j _ hj
    exact (average_pair hc (Ne.symm hj) (fun k => ρ i k - speciesMean c (ρ i))
      (fun k => ρ j k - speciesMean c (ρ j))).trans (by rw [h0 i, zero_mul])
  · intro h
    exact absurd (Finset.mem_univ i) h

/-- For normalised concentrations of any number of species, the mean quadratic embedding
energy is that of the average atoms plus `α` times the summed single-site variances. -/
theorem average_embedding {c : K → ℝ} (hc : ∑ k, c k = 1) (ρ : ι → K → ℝ) (α β γ : ℝ) :
    alloyAverage c (fun s => embed α β γ (hostDensity ρ s))
      = embed α β γ (meanDensity c ρ)
        + α * ∑ i, speciesMean c (fun k => (ρ i k - speciesMean c (ρ i)) ^ 2) := by
  have hP : ∑ s : ι → K, configProb c s = 1 := by
    have h := average_prod c (fun (_ : ι) (_ : K) => (1 : ℝ))
    simpa [alloyAverage, speciesMean, hc] using h
  have hmean := average_hostDensity hc ρ
  have hvar := variance_hostDensity hc ρ
  unfold alloyAverage at hmean hvar ⊢
  -- expand the embedding function about the mean density
  have hF : ∀ s : ι → K, configProb c s * embed α β γ (hostDensity ρ s)
      = (embed α β γ (meanDensity c ρ)
          - (2 * α * meanDensity c ρ + β) * meanDensity c ρ) * configProb c s
        + (2 * α * meanDensity c ρ + β) * (configProb c s * hostDensity ρ s)
        + α * (configProb c s * (hostDensity ρ s - meanDensity c ρ) ^ 2) := by
    intro s
    unfold embed
    ring
  rw [Finset.sum_congr rfl fun s _ => hF s, Finset.sum_add_distrib, Finset.sum_add_distrib,
    ← Finset.mul_sum, ← Finset.mul_sum, ← Finset.mul_sum, hP, hmean, hvar]
  ring

/-- Binary alloy: if neighbour `i` independently contributes `a i` with probability `c` and
`b i` otherwise, the mean embedding energy is `F` at the mean density plus
`α c (1 - c) ∑ (a i - b i)²`. -/
theorem average_embedding_binary (c α β γ : ℝ) (a b : ι → ℝ) :
    alloyAverage (binary c (1 - c))
        (fun s => embed α β γ (hostDensity (fun i => binary (a i) (b i)) s))
      = embed α β γ (∑ i, (c * a i + (1 - c) * b i))
        + α * c * (1 - c) * ∑ i, (a i - b i) ^ 2 := by
  have hc : ∑ k, binary c (1 - c) k = 1 := by
    rw [Fintype.sum_bool]
    simp only [binary]
    ring
  have hm : meanDensity (binary c (1 - c)) (fun i => binary (a i) (b i))
      = ∑ i, (c * a i + (1 - c) * b i) := by
    simp only [meanDensity, speciesMean, Fintype.sum_bool, binary]
  have hv : ∑ i, speciesMean (binary c (1 - c)) (fun k => (binary (a i) (b i) k
      - speciesMean (binary c (1 - c)) (binary (a i) (b i))) ^ 2)
      = c * (1 - c) * ∑ i, (a i - b i) ^ 2 := by
    rw [Finset.mul_sum]
    refine Finset.sum_congr rfl fun i _ => ?_
    simp only [speciesMean, Fintype.sum_bool, binary]
    ring
  rw [average_embedding hc, hm, hv]
  ring

/-- For `α ≠ 0` and `0 < c < 1`, the average atom gives the exact mean embedding energy of
the binary alloy if and only if both species contribute equally at every site. -/
theorem averageAtom_exact_iff {c α : ℝ} (h0 : 0 < c) (h1 : c < 1) (hα : α ≠ 0)
    (β γ : ℝ) (a b : ι → ℝ) :
    alloyAverage (binary c (1 - c))
        (fun s => embed α β γ (hostDensity (fun i => binary (a i) (b i)) s))
      = embed α β γ (∑ i, (c * a i + (1 - c) * b i)) ↔ ∀ i, a i = b i := by
  have hne : α * c * (1 - c) ≠ 0 :=
    mul_ne_zero (mul_ne_zero hα h0.ne') (sub_pos.2 h1).ne'
  rw [average_embedding_binary]
  constructor
  · intro h i
    have hz : α * c * (1 - c) * ∑ i, (a i - b i) ^ 2 = 0 := by linarith
    have hS := (mul_eq_zero.1 hz).resolve_left hne
    -- a vanishing sum of squares has vanishing terms
    have hi := (Finset.sum_eq_zero_iff_of_nonneg
      (fun i _ => sq_nonneg (a i - b i))).1 hS i (Finset.mem_univ i)
    exact sub_eq_zero.1 (pow_eq_zero_iff two_ne_zero |>.1 hi)
  · intro h
    have hS : ∑ i, (a i - b i) ^ 2 = 0 :=
      Finset.sum_eq_zero fun i _ => by rw [h i]; ring
    rw [hS, mul_zero, add_zero]

end

end AverageAtomAlloy
```

```lean
#print axioms AverageAtomAlloy.average_embedding
#print axioms AverageAtomAlloy.averageAtom_exact_iff
```

```
'AverageAtomAlloy.average_embedding' depends on axioms: [propext, Classical.choice, Quot.sound]
'AverageAtomAlloy.averageAtom_exact_iff' depends on axioms: [propext, Classical.choice, Quot.sound]
```

## A product of sums as a sum over configurations

The central device is `Finset.prod_univ_sum`, used in `average_prod`. It expands a product of sums into a sum over all ways of choosing one term from each factor. For two sites and two species, multiplying out two brackets of two terms gives four products, one per configuration. Mathlib indexes these choices by `Fintype.piFinset`; `Fintype.piFinset_univ` identifies them with all functions `ι → K`, which are the alloy configurations.

`average_site` and `average_pair` apply this result to functions that equal 1 away from the selected sites, written with `if`. Normalisation turns the other factors into 1, and `Finset.prod_ite_eq'` picks out what remains.

## From site averages to the embedding energy

`average_sum` exchanges the sum over configurations with a finite sum; with `average_site` it yields `average_hostDensity`. In `variance_hostDensity`, `h0` is the zero mean of \(\delta_i\) and `hexp` writes the square as a double sum. `Finset.sum_eq_single i` keeps the diagonal term, while `average_pair` and `h0` remove the others.

In `average_embedding`, `hF` is the expansion about the mean density, multiplied by the probability and grouped so that `hP`, `hmean` and `hvar` can supply the three averages. `average_embedding_binary` specialises to two species, with `hv` computing the summed variances. For the equivalence, `hne` shows that the prefactor is nonzero, and `Finset.sum_eq_zero_iff_of_nonneg` passes from a vanishing sum of squares to its terms.
